# Abrupt domain wall in a ferromagnetic spin chain: the second-order energy is nonnegative exactly when $K\ge 2J/3$

To ask whether a domain wall only one bond wide withstands small rotations of its spins, one must first say which rotations are allowed. Here they are the real displacements $u:\mathbb Z\to\mathbb R$ of finite support: the chain is infinite, but only finitely many spins turn. The energy, measured from that of the unrotated wall, is kept to second order in $u$, and the wall withstands the rotations, in this sense, if no such $u$ makes this second-order energy negative. The threshold in the title is for spins that rotate in one plane, with energy $K\sin^2\theta$ per site and $-J\cos(\theta-\theta')$ per bond between neighbours at angles $\theta$ and $\theta'$, where $J>0$ and each bond is counted once.

## From spin angles to a quadratic form

Take classical spins that rotate in one plane, with angle $\theta_x$ at site $x$, site energy $K\sin^2\theta_x$ and bond energy $-J\cos(\theta_x-\theta_{x+1})$. The constant $J>0$ is the ferromagnetic exchange between neighbours, and a positive $K$ is an easy-axis anisotropy that favours $\theta=0$ and $\theta=\pi$. The abrupt wall has $\theta_x=0$ for $x\le 0$ and $\theta_x=\pi$ for $x\ge 1$.

Add a small $u_x$ to each angle. To second order,

- the site energy becomes $K\sin^2u_x\approx Ku_x^2$ on both sides of the wall;
- a bond inside a domain gives $-J\cos(u_x-u_{x+1})\approx -J+\tfrac J2(u_x-u_{x+1})^2$;
- the wall bond, between sites 0 and 1, joins opposite spins and gives $+J\cos(u_0-u_1)\approx J-\tfrac J2(u_0-u_1)^2$.

There is no linear term. With the constants subtracted, the energy is
$$Q(u)=\sum_x\Big[Ku_x^2+\frac{c_x}{2}(u_x-u_{x+1})^2\Big],\qquad c_0=-J,\quad c_x=J\ \text{for } x\neq0.$$

This expansion is the step from the spin chain to the Lean model. It is done here by hand, and the code starts from its result.

```lean
import Mathlib

namespace AbruptWall

noncomputable section
```

The coupling $c_x$ is `wallCoupling J x`, where bond $x$ joins sites $x$ and $x+1$.

```lean
/-- Effective coupling: `J` on every bond except the wall bond (0,1), where it is `-J`. -/
def wallCoupling (J : ℝ) (x : ℤ) : ℝ := if x = 0 then -J else J
```

The form $Q(u)$ is `secondVariation J K u`. It is the coefficient of $t^2$ in the energy of $tu$, hence half of the second derivative that many textbooks call the second variation. The symbol `∑ᶠ` is the ordinary sum when finitely many terms are nonzero and is 0 otherwise, so the definition carries its physical meaning for finitely supported $u$.

```lean
/-- The abrupt-wall quadratic form, for `u` of finite support. -/
def secondVariation (J K : ℝ) (u : ℤ → ℝ) : ℝ :=
  ∑ᶠ x, (K * u x ^ 2 + wallCoupling J x / 2 * (u x - u (x + 1)) ^ 2)
```

## Squares that vanish on a decaying profile

At the threshold one expects a displacement that costs nothing. Setting the derivative of $Q$ to zero away from the wall gives $2Ku_x+J(2u_x-u_{x-1}-u_{x+1})=0$. For $K=2J/3$ and $u_{x+1}=ru_x$ this reads $r+1/r=10/3$, so $r=1/3$ or $r=3$: the profile falls by a factor 3 per site away from the wall. At the wall the condition is met by $u_0=-u_1$. This suggests squares that vanish on this profile:
$$B_x=\begin{cases}\tfrac J6(u_{x+1}-3u_x)^2 & x<0,\\[2pt] \tfrac J2(u_0+u_1)^2 & x=0,\\[2pt] \tfrac J6(u_x-3u_{x+1})^2 & x>0.\end{cases}$$

```lean
/-- The square attached to each bond after completing squares outward from the wall. -/
def bondSquare (J : ℝ) (u : ℤ → ℝ) (x : ℤ) : ℝ :=
  if x < 0 then J / 6 * (u (x + 1) - 3 * u x) ^ 2
  else if x = 0 then J / 2 * (u x + u (x + 1)) ^ 2
  else J / 6 * (u x - 3 * u (x + 1)) ^ 2
```

The profile itself has infinite support, so it is cut off after $N+1$ sites on each side, with $N\ge0$:
$$u_x=3^{1-x}\ (1\le x\le N+1),\qquad u_x=-3^{x}\ (-N\le x\le0),\qquad u_x=0\ \text{otherwise}.$$

```lean
/-- Antisymmetric profile falling by a factor 3 per site, cut off after `N + 1` sites
on each side of the wall. -/
def trial (N : ℕ) (x : ℤ) : ℝ :=
  if 0 < x then (if x ≤ N + 1 then (3 : ℝ) ^ (1 - x) else 0)
  else (if -(N : ℤ) ≤ x then -(3 : ℝ) ^ x else 0)
```

## Sums over a finite window

Each term of $Q$ involves both $u_x$ and $u_{x+1}$. Let $s$ be the support of $u$ together with its translate by one site to the left. Outside $s$, both values are zero.

```lean
/-- A finitely supported displacement vanishes on both ends of every bond outside
some finite window. -/
theorem exists_window {u : ℤ → ℝ} (hu : (Function.support u).Finite) :
    ∃ s : Finset ℤ, ∀ x, x ∉ s → u x = 0 ∧ u (x + 1) = 0 := by
  refine ⟨hu.toFinset ∪ hu.toFinset.image (fun y => y - 1), fun x hx => ⟨?_, ?_⟩⟩
  · by_contra h
    exact hx (Finset.mem_union_left _ (hu.mem_toFinset.mpr h))
  · by_contra h
    exact hx (Finset.mem_union_right _ (Finset.mem_image.mpr
      ⟨x + 1, hu.mem_toFinset.mpr h, add_sub_cancel_right x 1⟩))
```

Every lattice sum whose terms vanish outside $s$ is then an ordinary finite sum over $s$.

```lean
/-- A lattice sum whose terms vanish outside a finite window is the sum over that window. -/
theorem finsum_window {f : ℤ → ℝ} {s : Finset ℤ} (hf : ∀ x, x ∉ s → f x = 0) :
    ∑ᶠ x, f x = ∑ x ∈ s, f x :=
  finsum_eq_sum_of_support_subset f fun x hx => by
    by_contra h
    exact hx (hf x fun m => h (Finset.mem_coe.mpr m))
```

## Completing the squares

Let $g_x=\tfrac J3u_x^2$ for $x\le0$ and $g_x=-Ju_x^2$ for $x\ge1$. For every $x$,
$$Ku_x^2+\frac{c_x}2(u_x-u_{x+1})^2=\Big(K-\frac{2J}3\Big)u_x^2+B_x+g_{x+1}-g_x .$$

To check this, compare coefficients after removing $Ku_x^2$ from both sides.

- For $x<0$, the right side has $-\tfrac{2J}3+\tfrac{3J}2-\tfrac J3=\tfrac J2$ for $u_x^2$, $\tfrac J6+\tfrac J3=\tfrac J2$ for $u_{x+1}^2$, and $-J$ for $u_xu_{x+1}$.
- For $x=0$, it has $-\tfrac{2J}3+\tfrac J2-\tfrac J3=-\tfrac J2$ for $u_0^2$, $\tfrac J2-J=-\tfrac J2$ for $u_1^2$, and $+J$ for $u_0u_1$.
- For $x>0$, it has $-\tfrac{2J}3+\tfrac J6+J=\tfrac J2$ for $u_x^2$, $\tfrac{3J}2-J=\tfrac J2$ for $u_{x+1}^2$, and $-J$ for $u_xu_{x+1}$.

These are the coefficients of $\tfrac{c_x}2(u_x-u_{x+1})^2$ in each case. Summed over the chain, $g_{x+1}-g_x$ gives zero, because shifting the lattice by one site leaves the sum of $g$ unchanged. Therefore
$$Q(u)=\Big(K-\frac{2J}3\Big)\sum_xu_x^2+\sum_xB_x .$$

In the code, `c` is the shift invariance, `t` the vanishing telescoping sum, and `key` the bond identity summed over `s`; it is proved bond by bond, where `ring` compares the coefficients in the three cases. The result holds for all real $J$ and $K$.

```lean
/-- For finitely supported `u`, the quadratic form is `(K - 2J/3) ∑ u²` plus the sum of
the bond squares. -/
theorem secondVariation_eq_squares (J K : ℝ) {u : ℤ → ℝ}
    (hu : (Function.support u).Finite) :
    secondVariation J K u = (K - 2 * J / 3) * ∑ᶠ x, u x ^ 2 + ∑ᶠ x, bondSquare J u x := by
  obtain ⟨s, hs⟩ := exists_window hu
  -- the term that telescopes along the chain
  obtain ⟨g, hg⟩ : ∃ g : ℤ → ℝ, ∀ x, g x = if x ≤ 0 then J / 3 * u x ^ 2 else -J * u x ^ 2 :=
    ⟨_, fun _ => rfl⟩
  have a : ∑ᶠ x, g (x + 1) = ∑ x ∈ s, g (x + 1) :=
    finsum_window fun x hx => by simp [hg, hs x hx]
  have b : ∑ᶠ x, g x = ∑ x ∈ s, g x := finsum_window fun x hx => by simp [hg, hs x hx]
  have c : ∑ᶠ x, g (x + 1) = ∑ᶠ x, g x := finsum_comp_equiv (Equiv.addRight (1 : ℤ)) (f := g)
  have t : ∑ x ∈ s, (g (x + 1) - g x) = 0 := by
    rw [Finset.sum_sub_distrib, ← a, ← b, c, sub_self]
  have e1 : secondVariation J K u =
      ∑ x ∈ s, (K * u x ^ 2 + wallCoupling J x / 2 * (u x - u (x + 1)) ^ 2) :=
    finsum_window fun x hx => by simp [hs x hx]
  have e2 : ∑ᶠ x, u x ^ 2 = ∑ x ∈ s, u x ^ 2 := finsum_window fun x hx => by simp [hs x hx]
  have e3 : ∑ᶠ x, bondSquare J u x = ∑ x ∈ s, bondSquare J u x :=
    finsum_window fun x hx => by simp [bondSquare, hs x hx]
  have key : ∑ x ∈ s, (K * u x ^ 2 + wallCoupling J x / 2 * (u x - u (x + 1)) ^ 2) =
      ∑ x ∈ s, ((K - 2 * J / 3) * u x ^ 2 + bondSquare J u x + (g (x + 1) - g x)) := by
    refine Finset.sum_congr rfl fun x _ => ?_
    rcases lt_trichotomy x 0 with h | h | h
    · simp only [hg, bondSquare, wallCoupling, if_pos h, if_neg h.ne, if_pos h.le,
        if_pos (show x + 1 ≤ 0 by omega)]
      ring
    · subst h
      simp only [hg, bondSquare, wallCoupling, zero_add, lt_irrefl, le_refl, ↓reduceIte,
        if_neg (show ¬ (1 : ℤ) ≤ 0 by norm_num)]
      ring
    · simp only [hg, bondSquare, wallCoupling, if_neg (show ¬ x < 0 by omega), if_neg h.ne',
        if_neg (show ¬ x ≤ 0 by omega), if_neg (show ¬ x + 1 ≤ 0 by omega)]
      ring
  rw [e1, key, Finset.sum_add_distrib, Finset.sum_add_distrib, t, ← Finset.mul_sum, e2, e3,
    add_zero]
```

## The cost of cutting off the profile

On the cut-off profile, $B_x$ vanishes at the wall and on every bond where the factor 3 is respected, and also where both ends are zero. Two bonds remain. At $x=-N-1$ the values are $0$ and $-3^{-N}$, and at $x=N+1$ they are $3^{-N}$ and $0$. Each contributes $\tfrac J6\,9^{-N}$, so
$$\sum_xB_x=\frac J3\,9^{-N}.$$

The proof reduces the sum to these two bonds: `split_ifs` runs through the positions of a bond relative to the cuts, and `omega` discards the impossible ones. It then evaluates the two squares.

```lean
/-- For the cut-off profile the bond squares, summed over the chain, add up to `(J/3) 9^(-N)`. -/
theorem trial_squares (J : ℝ) (N : ℕ) :
    ∑ᶠ x, bondSquare J (trial N) x = J / 3 * (1 / 9) ^ N := by
  have e : ∑ᶠ x, bondSquare J (trial N) x =
      ∑ x ∈ ({-(N : ℤ) - 1, (N : ℤ) + 1} : Finset ℤ), bondSquare J (trial N) x := by
    refine finsum_window fun x hx => ?_
    simp only [Finset.mem_insert, Finset.mem_singleton, not_or] at hx
    rcases lt_trichotomy x 0 with h | h | h
    · have z : (3 : ℝ) ^ (x + 1) = 3 ^ x * 3 := zpow_add_one₀ (by norm_num) x
      simp only [bondSquare, trial, if_pos h, if_neg (show ¬ 0 < x + 1 by omega),
        if_neg (show ¬ 0 < x by omega), z]
      split_ifs <;> first | (exfalso; omega) | ring
    · subst h
      simp [bondSquare, trial]
    · have z : (3 : ℝ) ^ (1 - x) = 3 ^ (1 - (x + 1)) * 3 := by
        rw [← zpow_add_one₀ (by norm_num)]
        congr 1
        ring
      simp only [bondSquare, trial, if_neg (show ¬ x < 0 by omega), if_neg h.ne', if_pos h,
        if_pos (show 0 < x + 1 by omega), z]
      split_ifs <;> first | (exfalso; omega) | ring
  have l : trial N (-(N : ℤ) - 1) = 0 := by
    rw [trial, if_neg (by omega), if_neg (by omega)]
  have l' : trial N (-(N : ℤ) - 1 + 1) = -(3 : ℝ) ^ (-(N : ℤ)) := by
    rw [sub_add_cancel, trial, if_neg (by omega), if_pos le_rfl]
  have r : trial N ((N : ℤ) + 1) = (3 : ℝ) ^ (-(N : ℤ)) := by
    rw [trial, if_pos (by omega), if_pos le_rfl, show 1 - ((N : ℤ) + 1) = -N by ring]
  have r' : trial N ((N : ℤ) + 1 + 1) = 0 := by
    rw [trial, if_pos (by omega), if_neg (by omega)]
  have p : ((3 : ℝ) ^ (-(N : ℤ))) ^ 2 = (1 / 9) ^ N := by
    rw [zpow_neg, zpow_natCast, ← inv_pow, ← pow_mul, mul_comm, pow_mul]
    norm_num
  rw [e, Finset.sum_pair (by omega)]
  simp only [bondSquare, l, l', r, r', if_pos (show -(N : ℤ) - 1 < 0 by omega),
    if_neg (show ¬ (N : ℤ) + 1 < 0 by omega), if_neg (show ¬ (N : ℤ) + 1 = 0 by omega)]
  generalize (3 : ℝ) ^ (-(N : ℤ)) = q at p ⊢
  linear_combination (J / 3) * p
```

## A negative direction below the threshold

Suppose $K<2J/3$, and choose $N$ with $9^{-N}<(2J/3-K)/J$. Since $u_0=-1$, we have $\sum_xu_x^2\ge1$, and hence
$$Q(u)\le K-\frac{2J}3+\frac J3\,9^{-N}<-J\,9^{-N}+\frac J3\,9^{-N}<0 .$$

The profile is not normalised. Its squared norm is $\tfrac94(1-9^{-N-1})$, so per unit norm the energy is
$$\frac{Q(u)}{\sum_xu_x^2}=K-\frac{2J}3+\frac{4J}{27\cdot9^{N}-3}.$$
For $N=0$, where only the two spins at the wall turn, this is $K-J/2$. Turning more spins moves the sign change towards $2J/3$.

The code needs only the bound `one` on the squared norm. The final `nlinarith` combines it with the choice of $N$.

```lean
/-- For `J > 0` and `K < 2J/3` some finitely supported displacement makes the quadratic
form negative. -/
theorem exists_negative {J K : ℝ} (hJ : 0 < J) (hK : K < 2 * J / 3) :
    ∃ u : ℤ → ℝ, (Function.support u).Finite ∧ secondVariation J K u < 0 := by
  obtain ⟨N, hN⟩ := exists_pow_lt_of_lt_one
    (show 0 < (2 * J / 3 - K) / J from div_pos (by linarith) hJ)
    (show (1 / 9 : ℝ) < 1 by norm_num)
  rw [lt_div_iff₀ hJ] at hN
  have fin : (Function.support (trial N)).Finite := by
    refine (Set.finite_Icc (-(N : ℤ)) (N + 1)).subset fun x hx => ?_
    by_contra h
    rw [Set.mem_Icc] at h
    refine Function.mem_support.mp hx ?_
    simp only [trial]
    split_ifs <;> first | rfl | (exfalso; omega)
  -- site 0 alone contributes 1 to the squared norm
  have one : 1 ≤ ∑ᶠ x, trial N x ^ 2 := by
    obtain ⟨s, hs⟩ := exists_window fin
    have v : trial N 0 = -1 := by simp [trial]
    have h0 : (0 : ℤ) ∈ s := by
      by_contra h
      have := (hs 0 h).1
      rw [v] at this
      norm_num at this
    rw [finsum_window (s := s) (fun x hx => by simp [hs x hx])]
    have := Finset.single_le_sum (f := fun x => trial N x ^ 2) (fun x _ => sq_nonneg _) h0
    simpa [v] using this
  refine ⟨trial N, fin, ?_⟩
  rw [secondVariation_eq_squares J K fin, trial_squares]
  have hp : 0 < (1 / 9 : ℝ) ^ N * J := by positivity
  nlinarith [mul_nonneg (sub_nonneg.mpr hK.le) (sub_nonneg.mpr one)]
```

## The threshold

If $K\ge2J/3$, the completed form is a sum of nonnegative terms, because $J>0$ makes every $B_x\ge0$. If $K<2J/3$, the cut-off profile gives a negative value. These are the two directions of `wall_stable_iff`.

Read in words, the theorem says: for real $J>0$ and any real $K$, the number `secondVariation J K u` is nonnegative for every `u : ℤ → ℝ` with finite `Function.support u` if and only if `2 * J / 3 ≤ K`. The word "stable" in the name means this nonnegativity and no more. At $K=2J/3$ in particular, whether the wall is a local minimum of the full cosine energy also depends on terms beyond second order.

```lean
/-- For `J > 0`, the abrupt-wall quadratic form is nonnegative on all finitely supported
displacements if and only if `K ≥ 2J/3`. -/
theorem wall_stable_iff {J K : ℝ} (hJ : 0 < J) :
    (∀ u : ℤ → ℝ, (Function.support u).Finite → 0 ≤ secondVariation J K u) ↔
      2 * J / 3 ≤ K := by
  constructor
  · intro h
    by_contra hK
    obtain ⟨u, hu, hneg⟩ := exists_negative hJ (not_le.mp hK)
    exact absurd (h u hu) (not_le.mpr hneg)
  · intro hK u hu
    rw [secondVariation_eq_squares J K hu]
    refine add_nonneg (mul_nonneg (sub_nonneg.mpr hK) (finsum_nonneg fun x => sq_nonneg _))
      (finsum_nonneg fun x => ?_)
    unfold bondSquare
    split_ifs <;> positivity


end

end AbruptWall
```

```lean
#print axioms AbruptWall.wall_stable_iff
```

```
'AbruptWall.wall_stable_iff' depends on axioms: [propext, Classical.choice, Quot.sound]
```

In an atomistic simulation of this planar, nearest-neighbour classical chain, the lowest Hessian eigenvalue at an abrupt wall far from the ends should change sign close to $K=2J/3$. Out-of-plane rotations, longer-range exchange and dipolar fields are not included in the quadratic form treated here.
